# The overlap derivative fixes the Hermitian part of the occupied orbital response

The orbitals are modelled as a differentiable path of coefficient matrices $C(x)$, with $n$ basis functions and $m$ occupied orbitals, orthonormal in a differentiable overlap $S(x)$ throughout a neighbourhood of $x_0$. The real parameter $x$ may be an atomic displacement: in ultrasoft and PAW methods the overlap operator moves with the atoms. For such a one-parameter path in a finite basis, the overlap derivative determines the Hermitian part of the response within the occupied space.

```lean
import Mathlib

open scoped Matrix Topology

namespace OverlapPerturbation

noncomputable section

variable {l m n : Type*} [Fintype l] [Fintype m] [Fintype n] [DecidableEq m]
```

A prime denotes a derivative at $x_0$, taken entry by entry.

```lean
/-- The matrix function `A` of a real parameter has the derivative `A'` at `x₀`,
entry by entry. -/
def HasMatrixDerivAt {p q : Type*} (A : ℝ → Matrix p q ℂ) (A' : Matrix p q ℂ) (x₀ : ℝ) : Prop :=
  ∀ i j, HasDerivAt (fun x => A x i j) (A' i j) x₀
```

The path must satisfy $C^\dagger SC=1$ near $x_0$, with $S(x_0)$ Hermitian. Orthonormality at $x_0$ alone would not constrain $C'$: with $S=1$ and the single coefficient $C=e^x$, it holds at $x=0$, yet the norm changes. Differentiability of $C$ is assumed, which means that the orbital phases and mixings have been chosen smoothly. No Hamiltonian enters.

```lean
/-- Orbitals `C` and overlap `S` with derivatives `C'` and `S'` at `x₀`, where `S x₀` is
Hermitian and the orbitals are orthonormal with respect to `S` near `x₀`. -/
structure IsOrthonormalPath (C : ℝ → Matrix n m ℂ) (S : ℝ → Matrix n n ℂ)
    (C' : Matrix n m ℂ) (S' : Matrix n n ℂ) (x₀ : ℝ) : Prop where
  hermitian : (S x₀).IsHermitian
  orbital_deriv : HasMatrixDerivAt C C' x₀
  overlap_deriv : HasMatrixDerivAt S S' x₀
  normalized : ∀ᶠ x in 𝓝 x₀, (C x)ᴴ * S x * C x = 1
```

## Responses and projector

From here on, $C$ and $S$ without an argument are values at $x_0$. The component of the orbital change along the occupied orbitals is $U=C^\dagger SC'$.

```lean
/-- The occupied-occupied orbital response `U = C† S C'`. -/
def occResponse (C : Matrix n m ℂ) (S : Matrix n n ℂ) (C' : Matrix n m ℂ) : Matrix m m ℂ :=
  Cᴴ * S * C'
```

The overlap change seen by those orbitals is $s=C^\dagger S'C$.

```lean
/-- The overlap derivative between occupied orbitals, `s = C† S' C`. -/
def overlapResponse (C : Matrix n m ℂ) (S' : Matrix n n ℂ) : Matrix m m ℂ :=
  Cᴴ * S' * C
```

With every orbital in $C$ given unit occupation, the density matrix is $P=CC^\dagger$, and its derivative should be $P'=C'C^\dagger+CC'^\dagger$.

```lean
/-- The first-order density matrix `C' C† + C C'†`. -/
def densityResponse (C C' : Matrix n m ℂ) : Matrix n n ℂ :=
  C' * Cᴴ + C * C'ᴴ
```

The occupied projector is $\Pi=CC^\dagger S$. Indeed $\Pi^2=C(C^\dagger SC)C^\dagger S=\Pi$.

```lean
/-- The operator `C C† S`, which projects on the occupied space when `C† S C = 1`. -/
def occProjector (C : Matrix n m ℂ) (S : Matrix n n ℂ) : Matrix n n ℂ :=
  C * Cᴴ * S
```

## Differentiating orthonormality

For a product, $(AB)'_{ij}=\sum_k(A'_{ik}B_{kj}+A_{ik}B'_{kj})$. Lean applies the scalar product rule to each term of this finite sum.

```lean
/-- The product rule for matrix functions, with the order of the factors kept. -/
theorem HasMatrixDerivAt.mul {p q : Type*} {A : ℝ → Matrix p l ℂ} {B : ℝ → Matrix l q ℂ}
    {A' : Matrix p l ℂ} {B' : Matrix l q ℂ} {x₀ : ℝ}
    (hA : HasMatrixDerivAt A A' x₀) (hB : HasMatrixDerivAt B B' x₀) :
    HasMatrixDerivAt (fun x => A x * B x) (A' * B x₀ + A x₀ * B') x₀ := by
  intro i j
  have h := HasDerivAt.fun_sum (u := Finset.univ)
    (fun k _ => (hA i k).fun_mul (hB k j))
  simpa only [Matrix.mul_apply, Matrix.add_apply, Finset.sum_add_distrib] using h
```

Since $x$ is real, conjugation commutes with differentiation, so $(A^\dagger)'=(A')^\dagger$.

```lean
/-- The derivative of the adjoint is the adjoint of the derivative, for a real parameter. -/
theorem HasMatrixDerivAt.conjTranspose {p q : Type*} {A : ℝ → Matrix p q ℂ}
    {A' : Matrix p q ℂ} {x₀ : ℝ} (hA : HasMatrixDerivAt A A' x₀) :
    HasMatrixDerivAt (fun x => (A x)ᴴ) A'ᴴ x₀ :=
  fun i j => (hA j i).star
```

Because $S^\dagger=S$, we have $U^\dagger=C'^\dagger SC$.

```lean
omit [Fintype m] [DecidableEq m] in
/-- For a Hermitian overlap `S`, the adjoint of `U = C† S C'` is `C'† S C`. -/
theorem occResponse_adjoint {S : Matrix n n ℂ} (hS : S.IsHermitian) (C C' : Matrix n m ℂ) :
    (occResponse C S C')ᴴ = C'ᴴ * S * C := by
  simp only [occResponse, Matrix.conjTranspose_mul, Matrix.conjTranspose_conjTranspose,
    hS.eq, Matrix.mul_assoc]
```

Differentiating $C^\dagger SC=1$ now gives

$$0=C'^\dagger SC+C^\dagger S'C+C^\dagger SC'=U^\dagger+s+U.$$

In the proof, `hd` gives the product-rule derivative of the matrix $C^\dagger SC$, and `hc` gives the zero derivative of its $(i,j)$ entry, which is locally constant; uniqueness of derivatives equates the two entry by entry.

```lean
variable {C : ℝ → Matrix n m ℂ} {S : ℝ → Matrix n n ℂ}
  {C' : Matrix n m ℂ} {S' : Matrix n n ℂ} {x₀ : ℝ}

/-- Along an orthonormal path the occupied response obeys `U + U† = -s`. -/
theorem response_sum_rule (h : IsOrthonormalPath C S C' S' x₀) :
    occResponse (C x₀) (S x₀) C' + (occResponse (C x₀) (S x₀) C')ᴴ
      = -overlapResponse (C x₀) S' := by
  -- differentiate the constant matrix C† S C
  have h1 : (C'ᴴ * S x₀ + (C x₀)ᴴ * S') * C x₀ + (C x₀)ᴴ * S x₀ * C' = 0 := by
    ext i j
    have hc : HasDerivAt (fun x => ((C x)ᴴ * S x * C x) i j) 0 x₀ :=
      (hasDerivAt_const x₀ ((1 : Matrix m m ℂ) i j)).congr_of_eventuallyEq
        (h.normalized.mono fun x hx => congrFun (congrFun hx i) j)
    have hd := (h.orbital_deriv.conjTranspose.mul h.overlap_deriv).mul h.orbital_deriv
    exact (hd i j).unique hc
  rw [Matrix.add_mul] at h1
  rw [occResponse_adjoint h.hermitian, eq_neg_iff_add_eq_zero, ← h1]
  unfold occResponse overlapResponse
  abel
```

If $U^\dagger=U$, then $2U=-s$. Conversely, if $U=-s/2$, then $U^\dagger=-s-U=-s/2=U$. The two branches of the proof are these two lines, with `module` doing the linear algebra.

In an ultrasoft or PAW linear-response calculation, a Sternheimer equation can supply the part $(1-\Pi)C'$ outside the occupied space. The remainder is $\Pi C'=CU$, which in the Hermitian choice is $-\tfrac12Cs$, built from matrix elements of $S'$ between occupied orbitals.

```lean
/-- Along an orthonormal path the occupied response is Hermitian exactly when `U = -s/2`. -/
theorem hermitian_response_iff (h : IsOrthonormalPath C S C' S' x₀) :
    (occResponse (C x₀) (S x₀) C').IsHermitian ↔
      occResponse (C x₀) (S x₀) C' = -(1 / 2 : ℂ) • overlapResponse (C x₀) S' := by
  have hs := response_sum_rule h
  constructor
  · intro hU
    rw [hU.eq] at hs
    have e : overlapResponse (C x₀) S'
        = -(occResponse (C x₀) (S x₀) C' + occResponse (C x₀) (S x₀) C') := by
      rw [hs, neg_neg]
    rw [e]
    module
  · intro hU
    have e : (occResponse (C x₀) (S x₀) C')ᴴ
        = -overlapResponse (C x₀) S' - occResponse (C x₀) (S x₀) C' := by
      rw [← hs]
      abel
    show (occResponse (C x₀) (S x₀) C')ᴴ = occResponse (C x₀) (S x₀) C'
    rw [e, hU]
    module
```

## The density-matrix change inside the occupied space

The product and adjoint rules confirm the expression for $P'$.

```lean
omit [Fintype n] [DecidableEq m] in
/-- The density matrix `C C†` of differentiable orbitals has the derivative `C' C† + C C'†`. -/
theorem density_hasDeriv (hC : HasMatrixDerivAt C C' x₀) :
    HasMatrixDerivAt (fun x => C x * (C x)ᴴ) (densityResponse (C x₀) C') x₀ :=
  hC.mul hC.conjTranspose
```

Projecting from both sides gives

$$\begin{aligned}
\Pi P'\Pi^\dagger&=CC^\dagger S(C'C^\dagger+CC'^\dagger)SCC^\dagger\\
&=C\left[U(C^\dagger SC)+(C^\dagger SC)U^\dagger\right]C^\dagger\\
&=C(U+U^\dagger)C^\dagger=-CsC^\dagger.
\end{aligned}$$

The `calc` block performs the regrouping, and `N` is the normalisation at $x_0$. The first part of the theorem equates $\Pi P'\Pi^\dagger$ with $C(U+U^\dagger)C^\dagger$, and the second equates that with $-CsC^\dagger$.

```lean
/-- Along an orthonormal path the density derivative, projected on the occupied space from
both sides, is `C (U + U†) C†`, and this equals `-C s C†`. -/
theorem occupied_density_response (h : IsOrthonormalPath C S C' S' x₀) :
    occProjector (C x₀) (S x₀) * densityResponse (C x₀) C' * (occProjector (C x₀) (S x₀))ᴴ
      = C x₀ * (occResponse (C x₀) (S x₀) C' + (occResponse (C x₀) (S x₀) C')ᴴ) * (C x₀)ᴴ ∧
    C x₀ * (occResponse (C x₀) (S x₀) C' + (occResponse (C x₀) (S x₀) C')ᴴ) * (C x₀)ᴴ
      = -(C x₀ * overlapResponse (C x₀) S' * (C x₀)ᴴ) := by
  have N : (C x₀)ᴴ * S x₀ * C x₀ = 1 := h.normalized.self_of_nhds
  constructor
  · -- regroup so that the normalization C† S C appears in each term
    calc _ = C x₀ * ((C x₀)ᴴ * S x₀ * C' * ((C x₀)ᴴ * S x₀ * C x₀)
            + (C x₀)ᴴ * S x₀ * C x₀ * (C'ᴴ * S x₀ * C x₀)) * (C x₀)ᴴ := by
          simp only [occProjector, densityResponse, Matrix.conjTranspose_mul,
            Matrix.conjTranspose_conjTranspose, h.hermitian.eq, Matrix.mul_add,
            Matrix.add_mul, Matrix.mul_assoc]
      _ = _ := by
          rw [N, Matrix.mul_one, Matrix.one_mul, occResponse_adjoint h.hermitian]
          rfl
  · rw [response_sum_rule h, Matrix.mul_neg, Matrix.neg_mul]
```

If $s=0$, this block vanishes. If it vanishes, normalisation recovers

$$s=(C^\dagger SC)\,s\,(C^\dagger SC)=C^\dagger S(CsC^\dagger)SC=0.$$

A nonzero block reflects the changing overlap, not a change of occupation: $P$ is a matrix of coefficients, and $PSP=P$ holds throughout the neighbourhood of $x_0$. The equivalence concerns only the occupied-occupied block: $P'$ can still have occupied-unoccupied parts when $s=0$.

```lean
/-- Along an orthonormal path the occupied-occupied part of the density derivative vanishes
exactly when `s = 0`. -/
theorem occupied_density_response_eq_zero_iff (h : IsOrthonormalPath C S C' S' x₀) :
    occProjector (C x₀) (S x₀) * densityResponse (C x₀) C' * (occProjector (C x₀) (S x₀))ᴴ = 0
      ↔ overlapResponse (C x₀) S' = 0 := by
  have N : (C x₀)ᴴ * S x₀ * C x₀ = 1 := h.normalized.self_of_nhds
  rw [(occupied_density_response h).1, (occupied_density_response h).2, neg_eq_zero]
  constructor
  · intro h0
    -- C† S and S C undo the outer factors
    calc overlapResponse (C x₀) S'
        = (C x₀)ᴴ * S x₀ * C x₀ * overlapResponse (C x₀) S' * ((C x₀)ᴴ * S x₀ * C x₀) := by
          rw [N, Matrix.one_mul, Matrix.mul_one]
      _ = (C x₀)ᴴ * S x₀ * (C x₀ * overlapResponse (C x₀) S' * (C x₀)ᴴ) * (S x₀ * C x₀) := by
          simp only [Matrix.mul_assoc]
      _ = 0 := by rw [h0, Matrix.mul_zero, Matrix.zero_mul]
  · intro h0
    rw [h0, Matrix.mul_zero, Matrix.zero_mul]
```

## Rotating to the Hermitian choice

Let $W(x)$ be differentiable, unitary near $x_0$, with $W(x_0)=1$. Then $(CW)^\dagger S(CW)=W^\dagger W=1$, and the new orbital derivative is $C'+CW'$. The new response is therefore

$$C^\dagger S(C'+CW')=U+W'.$$

By the Hermitian criterion for the rotated path, it is Hermitian exactly when $U+W'=-s/2=(U+U^\dagger)/2$, that is, $W'=(U^\dagger-U)/2$. For one orbital this removes the imaginary part of $U$, a phase drift. The theorem takes $W$ as given and does not construct it.

```lean
/-- Rotating the orbitals by a differentiable `W`, unitary near `x₀` with `W x₀ = 1`, keeps the
path orthonormal; the new response is Hermitian exactly when `W' = (U† - U)/2`. -/
theorem rotation_to_hermitian_response (h : IsOrthonormalPath C S C' S' x₀)
    {W : ℝ → Matrix m m ℂ} {W' : Matrix m m ℂ} (hW : HasMatrixDerivAt W W' x₀)
    (hW1 : W x₀ = 1) (hu : ∀ᶠ x in 𝓝 x₀, (W x)ᴴ * W x = 1) :
    IsOrthonormalPath (fun x => C x * W x) S (C' + C x₀ * W') S' x₀ ∧
    ((occResponse (C x₀) (S x₀) (C' + C x₀ * W')).IsHermitian ↔
      W' = (1 / 2 : ℂ) •
        ((occResponse (C x₀) (S x₀) C')ᴴ - occResponse (C x₀) (S x₀) C')) := by
  have N : (C x₀)ᴴ * S x₀ * C x₀ = 1 := h.normalized.self_of_nhds
  have hp : IsOrthonormalPath (fun x => C x * W x) S (C' + C x₀ * W') S' x₀ := by
    refine ⟨h.hermitian, ?_, h.overlap_deriv, ?_⟩
    · have hd := h.orbital_deriv.mul hW
      rwa [hW1, Matrix.mul_one] at hd
    · filter_upwards [h.normalized, hu] with x hx hw
      calc (C x * W x)ᴴ * S x * (C x * W x)
          = (W x)ᴴ * ((C x)ᴴ * S x * C x) * W x := by
            simp only [Matrix.conjTranspose_mul, Matrix.mul_assoc]
        _ = 1 := by rw [hx, Matrix.mul_one, hw]
  refine ⟨hp, ?_⟩
  -- the rotation adds W' to the response
  have hocc : occResponse (C x₀) (S x₀) (C' + C x₀ * W')
      = occResponse (C x₀) (S x₀) C' + W' := by
    unfold occResponse
    rw [Matrix.mul_add, ← Matrix.mul_assoc _ (C x₀) W', N, Matrix.one_mul]
  have key := hermitian_response_iff hp
  simp only [hW1, Matrix.mul_one] at key
  have hs : overlapResponse (C x₀) S'
      = -(occResponse (C x₀) (S x₀) C' + (occResponse (C x₀) (S x₀) C')ᴴ) := by
    rw [response_sum_rule h, neg_neg]
  rw [key, hocc, hs]
  constructor
  · intro e
    have e2 : W' = (occResponse (C x₀) (S x₀) C' + W') - occResponse (C x₀) (S x₀) C' := by
      abel
    rw [e2, e]
    module
  · intro e
    rw [e]
    module
```

## A path with two basis functions

Take $C(x)=(e^{-x},0)^T$ and

$$S(x)=\begin{pmatrix}e^{2x}&x\\x&1\end{pmatrix}.$$

Near $x=0$ this $S(x)$ is positive definite, as the overlap matrix of independent basis functions must be; for $x$ below about $-0.57$ it is not, but only a neighbourhood of $0$ matters here. The product is $C^\dagger SC=e^{-x}e^{2x}e^{-x}=1$. At $x=0$, $U=-1$ and $s=2$, in agreement with $U+U^\dagger=-s$. The Lean theorem verifies that this path meets all the hypotheses.

```lean
/-- One orbital `(exp(-x), 0)` in two basis functions with overlap matrix
`[[exp(2x), x], [x, 1]]` is an orthonormal path at `x = 0`. -/
theorem isOrthonormalPath_witness :
    IsOrthonormalPath
      (fun x : ℝ => (!![((Real.exp (-x) : ℝ) : ℂ); 0] : Matrix (Fin 2) (Fin 1) ℂ))
      (fun x : ℝ => !![((Real.exp (2 * x) : ℝ) : ℂ), (x : ℂ); (x : ℂ), 1])
      !![-1; 0] !![2, 1; 1, 0] 0 := by
  have h1 : HasDerivAt (fun x : ℝ => ((Real.exp (-x) : ℝ) : ℂ)) (-1) 0 :=
    (hasDerivAt_id (0 : ℝ)).fun_neg.exp.ofReal_comp.congr_deriv (by simp)
  have h2 : HasDerivAt (fun x : ℝ => ((Real.exp (2 * x) : ℝ) : ℂ)) 2 0 :=
    ((hasDerivAt_id (0 : ℝ)).const_mul 2).exp.ofReal_comp.congr_deriv (by simp)
  have h3 : HasDerivAt (fun x : ℝ => (x : ℂ)) 1 0 :=
    (hasDerivAt_id (0 : ℝ)).ofReal_comp.congr_deriv (by simp)
  refine ⟨?_, ?_, ?_, Filter.Eventually.of_forall fun x => ?_⟩
  · refine Matrix.IsHermitian.ext fun i j => ?_
    fin_cases i <;> fin_cases j <;> simp
  · intro i j
    fin_cases i <;> fin_cases j
    · exact h1
    · exact hasDerivAt_const (0 : ℝ) (0 : ℂ)
  · intro i j
    fin_cases i <;> fin_cases j
    · exact h2
    · exact h3
    · exact h3
    · exact hasDerivAt_const (0 : ℝ) (1 : ℂ)
  · have e : ((Real.exp (-x) : ℝ) : ℂ) * ((Real.exp (2 * x) : ℝ) : ℂ)
        * ((Real.exp (-x) : ℝ) : ℂ) = 1 := by
      rw [← Complex.ofReal_mul, ← Complex.ofReal_mul, ← Real.exp_add, ← Real.exp_add,
        show -x + 2 * x + -x = 0 by ring, Real.exp_zero, Complex.ofReal_one]
    ext i j
    fin_cases i
    fin_cases j
    simpa [Matrix.mul_apply, Fin.sum_univ_succ, -Complex.ofReal_exp] using e

end

end OverlapPerturbation
```

```lean
#print axioms OverlapPerturbation.density_hasDeriv
#print axioms OverlapPerturbation.occupied_density_response_eq_zero_iff
#print axioms OverlapPerturbation.rotation_to_hermitian_response
```

```
'OverlapPerturbation.density_hasDeriv' depends on axioms: [propext, Classical.choice, Quot.sound]
'OverlapPerturbation.occupied_density_response_eq_zero_iff' depends on axioms: [propext, Classical.choice, Quot.sound]
'OverlapPerturbation.rotation_to_hermitian_response' depends on axioms: [propext, Classical.choice, Quot.sound]
```
